# The square of a spin-1/2 rational Richardson–Gaudin charge is a constant plus a linear combination of the other charges

Take two spins 1/2, in units of $\hbar$, with level parameters $e_1\neq e_2$ and coupling $g$. Put $x=1/(e_1-e_2)$ and $X=\mathbf S_1\cdot\mathbf S_2$. The charges of the rational model, with isotropic exchange weighted by inverse level differences, are

$$R_1=S^z_1+gxX,\qquad R_2=S^z_2-gxX.$$

Squaring $R_1$ uses $(S^z_1)^2=\tfrac14$ and two identities derived below: $X^2=\tfrac3{16}-\tfrac12X$ and $S^z_1X+XS^z_1=\tfrac12S^z_2$. They give

$$R_1^2=\tfrac14+\tfrac{gx}{2}S^z_2+g^2x^2\left(\tfrac3{16}-\tfrac12X\right)=\tfrac14+\tfrac{3g^2x^2}{16}+\tfrac{gx}{2}R_2 .$$

The operators left over from the square reassemble into the other charge.

## The identity for any finite number of spins

Let the $e_i$ be distinct, and write $c_{ij}=1/(e_i-e_j)$, $X_{ij}=\mathbf S_i\cdot\mathbf S_j$, $G_i=\sum_{j\ne i}c_{ij}X_{ij}$ and $R_i=S^z_i+gG_i$. The term $S^z_i$ acts as a field of unit strength along $z$, and $G_i$ is the zero-field part. The claim is

$$R_i^2=\tfrac14+\tfrac{3g^2}{16}\sum_{j\neq i}c_{ij}^2+\tfrac g2\sum_{j\neq i}c_{ij}R_j .$$

**Products on one site.** Let $P,Q,R$ (in this paragraph $R$ is not a charge and $i$ is the imaginary unit, not a site) be the components of one spin in cyclic order, so $[P,Q]=iR$. Since $Q^2=\tfrac14$,

$$i(QR+RQ)=Q[P,Q]+[P,Q]Q=PQ^2-Q^2P=0 .$$

Different components therefore anticommute, and with the commutators this gives

$$S^aS^b=\tfrac14\delta_{ab}+\tfrac i2\sum_c\epsilon_{abc}S^c .$$

**Exchange products.** Different sites commute, so for distinct $i,j,k$

$$X_{ij}^2=\sum_{ab}S_i^aS_i^b\,S_j^aS_j^b=\tfrac3{16}-\tfrac14\sum_{abcd}\epsilon_{abc}\epsilon_{abd}S_i^cS_j^d=\tfrac3{16}-\tfrac12X_{ij},$$

$$\{X_{ij},X_{ik}\}=\sum_{ab}\{S_i^a,S_i^b\}S_j^aS_k^b=\tfrac12X_{jk},\qquad \{S_i^z,X_{ij}\}=\tfrac12S_j^z .$$

**Zero field.** Symmetrising the double sum in $G_i^2$ gives

$$G_i^2=\sum_{j\ne i}c_{ij}^2\left(\tfrac3{16}-\tfrac12X_{ij}\right)+\tfrac14\sum_{\substack{j,k\neq i\\ j\neq k}}c_{ij}c_{ik}X_{jk}.$$

Partial fractions give $c_{ij}c_{ik}=c_{ij}c_{jk}+c_{ik}c_{kj}$. Because $X_{jk}=X_{kj}$, the two terms contribute equally, and the last term, with its factor $\tfrac14$, becomes $\tfrac12\sum c_{ij}c_{jk}X_{jk}$ over the same pairs. On the other hand, $c_{ji}=-c_{ij}$ gives

$$\sum_{j\ne i}c_{ij}G_j=-\sum_{j\neq i}c_{ij}^2X_{ij}+\sum_{\substack{j,k\neq i\\ j\neq k}}c_{ij}c_{jk}X_{jk},$$

hence $G_i^2=\tfrac3{16}\sum_{j\ne i} c_{ij}^2+\tfrac12\sum_{j\ne i} c_{ij}G_j$.

**With the field.** Expanding the square,

$$R_i^2=\tfrac14+g\{S_i^z,G_i\}+g^2G_i^2,\qquad \{S_i^z,G_i\}=\tfrac12\sum_{j\neq i}c_{ij}S_j^z .$$

Inserting $G_i^2$ and collecting $S_j^z+gG_j=R_j$ proves the claim.

The condition that each component squares to $\tfrac14$ is what selects spin 1/2. A single spin 1 satisfies all the other hypotheses, but there the only charge is $S^z$ and the identity would require $(S^z)^2=\tfrac14$, whereas $(S^z)^2$ has eigenvalues 1 and 0.

## Spins as elements of an algebra

The sites form a type `ι`, and the spin components lie in an arbitrary complex algebra `A`. No Hermiticity is assumed, and $e_i$ and $g$ may be complex.

```lean
import Mathlib

open Finset

namespace RichardsonGaudinQuadratic

noncomputable section

variable {ι A : Type*} [Ring A] [Algebra ℂ A]
```

Components 0, 1, 2 are $x,y,z$. The hypotheses are the three commutators, the spin-1/2 squares and commutation between sites.

```lean
/-- Mutually commuting spin-1/2 copies: `S i 0`, `S i 1`, `S i 2` are the x, y, z components
of the spin on site `i`, in units of ħ. -/
structure IsSpinHalf (S : ι → Fin 3 → A) : Prop where
  xy : ∀ i, S i 0 * S i 1 - S i 1 * S i 0 = Complex.I • S i 2
  yz : ∀ i, S i 1 * S i 2 - S i 2 * S i 1 = Complex.I • S i 0
  zx : ∀ i, S i 2 * S i 0 - S i 0 * S i 2 = Complex.I • S i 1
  square : ∀ i a, S i a * S i a = (1 / 4 : ℂ) • (1 : A)
  comm : ∀ i j, i ≠ j → ∀ a b, Commute (S i a) (S j b)
```

The next three definitions are $X_{ij}$, $G_i$ and $R_i$; `univ.erase i` is the set of sites $j\neq i$.

```lean
/-- The Heisenberg exchange operator `S_i · S_j`. -/
def exchange (S : ι → Fin 3 → A) (i j : ι) : A := ∑ a, S i a * S j a

/-- The Gaudin operator of site `i`: exchange with all other sites, weighted by
`1 / (e_i - e_j)`. -/
def gaudin [Fintype ι] [DecidableEq ι] (S : ι → Fin 3 → A) (e : ι → ℂ) (i : ι) : A :=
  ∑ j ∈ univ.erase i, (e i - e j)⁻¹ • exchange S i j

/-- The Richardson-Gaudin charge `R_i = Sz_i + g ∑_{j ≠ i} S_i · S_j / (e_i - e_j)`. -/
def charge [Fintype ι] [DecidableEq ι] (S : ι → Fin 3 → A) (e : ι → ℂ) (g : ℂ) (i : ι) : A :=
  S i 2 + g • gaudin S e i
```

## Products of spins and exchanges

In the product table, `anti` is the anticommutation argument above, and `half` combines commutator and anticommutator.

```lean
/-- The products of two different spin-1/2 components on one site. -/
theorem spin_products {S : ι → Fin 3 → A} (h : IsSpinHalf S) (i : ι) :
    (S i 0 * S i 1 = (Complex.I / 2) • S i 2 ∧ S i 1 * S i 0 = (-(Complex.I / 2)) • S i 2) ∧
    (S i 1 * S i 2 = (Complex.I / 2) • S i 0 ∧ S i 2 * S i 1 = (-(Complex.I / 2)) • S i 0) ∧
    (S i 2 * S i 0 = (Complex.I / 2) • S i 1 ∧ S i 0 * S i 2 = (-(Complex.I / 2)) • S i 1) := by
  -- a component with scalar square anticommutes with its commutators
  have anti : ∀ P Q R : A, P * Q - Q * P = Complex.I • R → Q * Q = (1 / 4 : ℂ) • (1 : A) →
      Q * R + R * Q = 0 := by
    intro P Q R h1 h2
    have h0 : Complex.I • (Q * R + R * Q) = 0 := by
      calc Complex.I • (Q * R + R * Q) = Q * (Complex.I • R) + (Complex.I • R) * Q := by
            rw [mul_smul_comm, smul_mul_assoc, smul_add]
        _ = P * (Q * Q) - (Q * Q) * P := by rw [← h1]; noncomm_ring
        _ = 0 := by rw [h2, mul_smul_comm, smul_mul_assoc, mul_one, one_mul, sub_self]
    calc Q * R + R * Q = (-Complex.I) • (Complex.I • (Q * R + R * Q)) := by
          rw [smul_smul, neg_mul, Complex.I_mul_I, neg_neg, one_smul]
      _ = 0 := by rw [h0, smul_zero]
  have half : ∀ P Q R : A, P * Q - Q * P = Complex.I • R → P * Q + Q * P = 0 →
      P * Q = (Complex.I / 2) • R ∧ Q * P = (-(Complex.I / 2)) • R := by
    intro P Q R h1 h2
    constructor
    · calc P * Q = (1 / 2 : ℂ) • ((P * Q - Q * P) + (P * Q + Q * P)) := by module
        _ = _ := by rw [h1, h2]; module
    · calc Q * P = (1 / 2 : ℂ) • ((P * Q + Q * P) - (P * Q - Q * P)) := by module
        _ = _ := by rw [h1, h2]; module
  exact ⟨half _ _ _ (h.xy i) (anti _ _ _ (h.zx i) (h.square i 0)),
    half _ _ _ (h.yz i) (anti _ _ _ (h.xy i) (h.square i 1)),
    half _ _ _ (h.zx i) (anti _ _ _ (h.yz i) (h.square i 2))⟩
```

The next three proofs regroup factors by site, insert the table and leave the linear arithmetic to `module`.

```lean
/-- For two different sites, `(S_i · S_j)² = 3/16 - (S_i · S_j)/2`. -/
theorem exchange_sq {S : ι → Fin 3 → A} (h : IsSpinHalf S) {i j : ι} (hij : i ≠ j) :
    exchange S i j * exchange S i j = (3 / 16 : ℂ) • (1 : A) - (1 / 2 : ℂ) • exchange S i j := by
  obtain ⟨⟨a1, a2⟩, ⟨a3, a4⟩, a5, a6⟩ := spin_products h i
  obtain ⟨⟨b1, b2⟩, ⟨b3, b4⟩, b5, b6⟩ := spin_products h j
  have h1 : ∀ a b, S i a * S j a * (S i b * S j b) = S i a * S i b * (S j a * S j b) :=
    fun a b => (h.comm j i hij.symm a b).mul_mul_mul_comm _ _
  have hI : Complex.I / 2 * (Complex.I / 2) = -1 / 4 := by
    linear_combination (1 / 4) * Complex.I_mul_I
  have hI' : -(Complex.I / 2) * -(Complex.I / 2) = -1 / 4 := by
    linear_combination (1 / 4) * Complex.I_mul_I
  simp only [exchange, Fin.sum_univ_three, add_mul, mul_add, h1, h.square, a1, a2, a3, a4, a5, a6,
    b1, b2, b3, b4, b5, b6, smul_mul_smul_comm, hI, hI', mul_one]
  module

/-- For distinct sites `i`, `j`, `k`, the anticommutator of `S_i · S_j` and `S_i · S_k` is `(S_j ·
S_k)/2`. -/
theorem exchange_anticomm {S : ι → Fin 3 → A} (h : IsSpinHalf S) {i j k : ι}
    (hij : i ≠ j) (hik : i ≠ k) (hjk : j ≠ k) :
    exchange S i j * exchange S i k + exchange S i k * exchange S i j
      = (1 / 2 : ℂ) • exchange S j k := by
  obtain ⟨⟨a1, a2⟩, ⟨a3, a4⟩, a5, a6⟩ := spin_products h i
  have h1 : ∀ a b, S i a * S j a * (S i b * S k b) = S i a * S i b * (S j a * S k b) :=
    fun a b => (h.comm j i hij.symm a b).mul_mul_mul_comm _ _
  have h2 : ∀ a b, S i a * S k a * (S i b * S j b) = S i a * S i b * (S j b * S k a) := by
    intro a b
    rw [(h.comm k i hik.symm a b).mul_mul_mul_comm, (h.comm j k hjk b a).eq]
  simp only [exchange, Fin.sum_univ_three, add_mul, mul_add, h1, h2, h.square,
    a1, a2, a3, a4, a5, a6, smul_mul_assoc, one_mul]
  module

/-- For two different sites, the anticommutator of `Sz_i` with `S_i · S_j` is `Sz_j / 2`. -/
theorem zeeman_anticomm {S : ι → Fin 3 → A} (h : IsSpinHalf S) {i j : ι} (hij : i ≠ j) :
    S i 2 * exchange S i j + exchange S i j * S i 2 = (1 / 2 : ℂ) • S j 2 := by
  obtain ⟨-, ⟨a3, a4⟩, a5, a6⟩ := spin_products h i
  have h1 : ∀ a, S i 2 * (S i a * S j a) = S i 2 * S i a * S j a :=
    fun a => (mul_assoc _ _ _).symm
  have h2 : ∀ a, S i a * S j a * S i 2 = S i a * S i 2 * S j a :=
    fun a => (h.comm j i hij.symm a 2).right_comm _
  simp only [exchange, Fin.sum_univ_three, add_mul, mul_add, h1, h2, h.square,
    a3, a4, a5, a6, smul_mul_assoc, one_mul]
  module
```

## Closing the quadratic relation

Distinct levels enter as `Function.Injective e`, used in the partial-fraction step `hpf`. The proof adds the double sum to its reordered copy (`h1`, `h2`) and evaluates each pair in `hterm`. Lean's convention $1/0=0$ makes `c j j` vanish, so diagonal terms can stay in the sums. `hright` is the expansion of $\sum_j c_{ij}G_j$.

```lean
variable [Fintype ι] [DecidableEq ι]

/-- The square of a Gaudin operator is a constant plus a linear combination of the Gaudin
operators of the other sites. -/
theorem gaudin_sq {S : ι → Fin 3 → A} (h : IsSpinHalf S) {e : ι → ℂ}
    (he : Function.Injective e) (i : ι) :
    gaudin S e i * gaudin S e i
      = (3 / 16 * ∑ j ∈ univ.erase i, (e i - e j)⁻¹ ^ 2) • (1 : A)
        + (1 / 2 : ℂ) • ∑ j ∈ univ.erase i, (e i - e j)⁻¹ • gaudin S e j := by
  obtain ⟨c, hc⟩ : ∃ c : ι → ι → ℂ, ∀ j k, c j k = (e j - e k)⁻¹ := ⟨_, fun _ _ => rfl⟩
  have hanti : ∀ j k, c j k = -c k j := by
    intro j k
    rw [hc j k, hc k j, ← inv_neg, neg_sub]
  have hzero : ∀ j, c j j = 0 := fun j => by rw [hc, sub_self, inv_zero]
  have hdot : ∀ j k, j ≠ k → exchange S j k = exchange S k j :=
    fun j k hjk => sum_congr rfl fun a _ => (h.comm j k hjk a a).eq
  have hG : ∀ j, gaudin S e j = ∑ k ∈ univ.erase j, c j k • exchange S j k := by
    intro j
    simp only [gaudin, hc]
  have hrow : ∀ j, gaudin S e j
      = ∑ k ∈ univ.erase i, c j k • exchange S j k + c j i • exchange S j i := fun j =>
    (hG j).trans ((sum_erase (f := fun k => c j k • exchange S j k) univ
      (by simp [hzero])).trans (sum_erase_add univ _ (mem_univ i)).symm)
  -- partial fractions for three distinct levels
  have hpf : ∀ j k, i ≠ j → i ≠ k → j ≠ k →
      c i j * c j k + c i k * c k j = c i j * c i k := by
    intro j k hij hik hjk
    have h1 := sub_ne_zero.mpr (he.ne hij)
    have h2 := sub_ne_zero.mpr (he.ne hik)
    have h3 := sub_ne_zero.mpr (he.ne hjk)
    rw [hanti k j, hc i j, hc i k, hc j k]
    field_simp
    ring
  have hterm : ∀ j k, i ≠ j → i ≠ k →
      (c i j * c i k) • (exchange S i j * exchange S i k + exchange S i k * exchange S i j)
      = (if j = k then (c i j ^ 2) • ((3 / 8 : ℂ) • (1 : A) - exchange S i j) else 0)
        + (1 / 2 : ℂ) • ((c i j * c j k) • exchange S j k + (c i k * c k j) • exchange S k j) := by
    intro j k hij hik
    by_cases hjk : j = k
    · subst hjk
      rw [if_pos rfl, exchange_sq h hij, hzero]
      module
    · rw [if_neg hjk, exchange_anticomm h hij hik hjk, hdot k j (Ne.symm hjk),
        ← hpf j k hij hik hjk]
      module
  -- symmetrise the double sum
  have h1 : gaudin S e i * gaudin S e i = ∑ j ∈ univ.erase i, ∑ k ∈ univ.erase i,
      (c i j * c i k) • (exchange S i j * exchange S i k) := by
    simp only [hG, sum_mul_sum, smul_mul_smul_comm]
  have h2 : gaudin S e i * gaudin S e i = ∑ j ∈ univ.erase i, ∑ k ∈ univ.erase i,
      (c i j * c i k) • (exchange S i k * exchange S i j) := by
    rw [h1, sum_comm]
    exact sum_congr rfl fun j _ => sum_congr rfl fun k _ => by rw [mul_comm (c i k)]
  have hdiag : ∑ j ∈ univ.erase i, ∑ k ∈ univ.erase i,
      (if j = k then (c i j ^ 2) • ((3 / 8 : ℂ) • (1 : A) - exchange S i j) else 0)
      = (∑ j ∈ univ.erase i, c i j ^ 2) • ((3 / 8 : ℂ) • (1 : A))
        - ∑ j ∈ univ.erase i, (c i j ^ 2) • exchange S i j := by
    rw [sum_smul, ← sum_sub_distrib]
    exact sum_congr rfl fun j hj => by rw [sum_ite_eq, if_pos hj, smul_sub]
  have hswap : ∑ j ∈ univ.erase i, ∑ k ∈ univ.erase i, (c i k * c k j) • exchange S k j
      = ∑ j ∈ univ.erase i, ∑ k ∈ univ.erase i, (c i j * c j k) • exchange S j k := sum_comm
  have hsum := (congrArg₂ (· + ·) h1 h2)
  simp only [← sum_add_distrib, ← smul_add] at hsum
  rw [sum_congr rfl fun j hj => sum_congr rfl fun k hk =>
    hterm j k (ne_of_mem_erase hj).symm (ne_of_mem_erase hk).symm] at hsum
  simp only [sum_add_distrib, ← smul_sum] at hsum
  rw [hdiag, hswap] at hsum
  have hright : ∑ j ∈ univ.erase i, c i j • gaudin S e j
      = ∑ j ∈ univ.erase i, ∑ k ∈ univ.erase i, (c i j * c j k) • exchange S j k
        - ∑ j ∈ univ.erase i, (c i j ^ 2) • exchange S i j := by
    rw [← sum_sub_distrib]
    refine sum_congr rfl fun j hj => ?_
    rw [hrow j, smul_add, smul_sum, hdot j i (ne_of_mem_erase hj), hanti j i]
    simp only [smul_smul]
    module
  simp only [← hc]
  rw [hright]
  calc gaudin S e i * gaudin S e i
      = (1 / 2 : ℂ) • (gaudin S e i * gaudin S e i + gaudin S e i * gaudin S e i) := by module
    _ = _ := by rw [hsum]; module
```

The main theorem adds the field: `hz` is the anticommutator $\{S_i^z,G_i\}$, and `hs` splits the sum over charges.

```lean
/-- The square of each Richardson-Gaudin charge of spins 1/2 is a constant plus a linear
combination of the other charges. -/
theorem charge_sq {S : ι → Fin 3 → A} (h : IsSpinHalf S) {e : ι → ℂ}
    (he : Function.Injective e) (g : ℂ) (i : ι) :
    charge S e g i ^ 2
      = (1 / 4 + 3 * g ^ 2 / 16 * ∑ j ∈ univ.erase i, (e i - e j)⁻¹ ^ 2) • (1 : A)
        + (g / 2) • ∑ j ∈ univ.erase i, (e i - e j)⁻¹ • charge S e g j := by
  -- the part linear in g
  have hz : S i 2 * gaudin S e i + gaudin S e i * S i 2
      = (1 / 2 : ℂ) • ∑ j ∈ univ.erase i, (e i - e j)⁻¹ • S j 2 := by
    rw [gaudin, mul_sum, sum_mul, ← sum_add_distrib, smul_sum]
    refine sum_congr rfl fun j hj => ?_
    rw [mul_smul_comm, smul_mul_assoc, ← smul_add, zeeman_anticomm h (ne_of_mem_erase hj).symm]
    module
  have hs : ∑ j ∈ univ.erase i, (e i - e j)⁻¹ • charge S e g j
      = ∑ j ∈ univ.erase i, (e i - e j)⁻¹ • S j 2
        + g • ∑ j ∈ univ.erase i, (e i - e j)⁻¹ • gaudin S e j := by
    rw [smul_sum, ← sum_add_distrib]
    refine sum_congr rfl fun j _ => ?_
    rw [charge]
    module
  calc charge S e g i ^ 2 = S i 2 * S i 2 + g • (S i 2 * gaudin S e i + gaudin S e i * S i 2)
        + (g ^ 2) • (gaudin S e i * gaudin S e i) := by
        simp only [pow_two, charge, add_mul, mul_add, mul_smul_comm, smul_mul_assoc]
        module
    _ = _ := by
        rw [h.square, hz, gaudin_sq h he, hs]
        module
```

## Equations for the eigenvalues

The levels are again distinct. Applying the identity to a nonzero common eigenvector `ψ` replaces each $R_j$ by its eigenvalue `r j`.

```lean
/-- On a common eigenvector of all charges, the eigenvalues `r_i` obey a closed system of
quadratic equations. -/
theorem eigenvalue_sq {V : Type*} [AddCommGroup V] [Module ℂ V]
    {S : ι → Fin 3 → Module.End ℂ V} (h : IsSpinHalf S) {e : ι → ℂ}
    (he : Function.Injective e) (g : ℂ) {ψ : V} (hψ : ψ ≠ 0) {r : ι → ℂ}
    (hr : ∀ j, charge S e g j ψ = r j • ψ) (i : ι) :
    r i ^ 2 = 1 / 4 + 3 * g ^ 2 / 16 * ∑ j ∈ univ.erase i, (e i - e j)⁻¹ ^ 2
        + g / 2 * ∑ j ∈ univ.erase i, (e i - e j)⁻¹ * r j := by
  have hm := charge_sq h he g i
  rw [pow_two (charge S e g i)] at hm
  have hv := congrArg (fun T : Module.End ℂ V => T ψ) hm
  simp only [Module.End.mul_apply, LinearMap.add_apply, LinearMap.smul_apply, LinearMap.sum_apply,
    Module.End.one_apply, hr, map_smul, smul_smul, ← sum_smul, ← add_smul] at hv
  rw [pow_two (r i)]
  exact smul_left_injective ℂ hψ hv
```

For the reduced pairing Hamiltonian with one constant coupling between all levels and finitely many distinct, doubly degenerate levels, written in pseudospins, such equations allow work with one unknown per level in place of the roots of the Bethe ansatz equations. The pseudospin of a level is a spin 1/2 only on its empty and doubly occupied states and vanishes on a singly occupied one. The hypotheses therefore hold for the levels that are not singly occupied, and only these count as sites. The theorem gives necessary conditions: it doesn't say that every solution belongs to an eigenvector, and it assumes the common eigenvector. Commutation of the charges and the Bethe ansatz itself are not treated.

## A concrete spin system

The hypotheses are met by ordinary spin matrices. A wavefunction assigns an amplitude to each configuration `s`, and `siteOp i m` applies the matrix `m` to the spin at site `i`.

```lean
/-- The operator on wavefunctions of spin configurations that acts with the 2 by 2 matrix `m`
on site `i`. -/
def siteOp (i : ι) (m : Matrix (Fin 2) (Fin 2) ℂ) : Module.End ℂ ((ι → Fin 2) → ℂ) where
  toFun ψ s := ∑ b, m (s i) b * ψ (Function.update s i b)
  map_add' ψ φ := by
    funext s
    simp only [Pi.add_apply, Fin.sum_univ_two]
    ring
  map_smul' c ψ := by
    funext s
    simp only [Pi.smul_apply, smul_eq_mul, Fin.sum_univ_two, RingHom.id_apply]
    ring

/-- The spin-1/2 matrices, half the Pauli matrices. -/
def spinMatrix : Fin 3 → Matrix (Fin 2) (Fin 2) ℂ :=
  ![!![0, 1 / 2; 1 / 2, 0], !![0, -Complex.I / 2; Complex.I / 2, 0], !![1 / 2, 0; 0, -1 / 2]]
```

The proof transfers products, differences and multiples of matrices to site operators, then checks the matrix relations entry by entry. Operators on different sites commute because they update different spins.

```lean
omit [Fintype ι] in
/-- The spin-1/2 matrices acting site by site on any set of sites are mutually commuting
spin-1/2 copies. -/
theorem isSpinHalf_witness :
    IsSpinHalf (fun (i : ι) (a : Fin 3) => siteOp i (spinMatrix a)) := by
  have happ : ∀ (i : ι) m ψ s,
      siteOp i m ψ s = ∑ b, m (s i) b * ψ (Function.update s i b) := fun _ _ _ _ => rfl
  have hmul : ∀ (i : ι) m n, siteOp i m * siteOp i n = siteOp i (m * n) := by
    intro i m n
    refine LinearMap.ext fun ψ => funext fun s => ?_
    simp only [Module.End.mul_apply, happ, Fin.sum_univ_two, Function.update_self,
      Function.update_idem, Matrix.mul_apply]
    ring
  have hsub : ∀ (i : ι) m n, siteOp i m - siteOp i n = siteOp i (m - n) := by
    intro i m n
    refine LinearMap.ext fun ψ => funext fun s => ?_
    simp only [LinearMap.sub_apply, Pi.sub_apply, happ, Fin.sum_univ_two, Matrix.sub_apply]
    ring
  have hsmul : ∀ (i : ι) (c : ℂ) m, siteOp i (c • m) = c • siteOp i m := by
    intro i c m
    refine LinearMap.ext fun ψ => funext fun s => ?_
    simp only [LinearMap.smul_apply, Pi.smul_apply, happ, Fin.sum_univ_two, Matrix.smul_apply,
      smul_eq_mul]
    ring
  have hone : ∀ i : ι, siteOp i 1 = 1 := by
    intro i
    refine LinearMap.ext fun ψ => funext fun s => ?_
    simp [happ, Matrix.one_apply]
  have mxy : spinMatrix 0 * spinMatrix 1 - spinMatrix 1 * spinMatrix 0
      = Complex.I • spinMatrix 2 := by
    ext a b
    fin_cases a <;> fin_cases b <;> apply Complex.ext <;>
      simp [spinMatrix] <;> norm_num
  have myz : spinMatrix 1 * spinMatrix 2 - spinMatrix 2 * spinMatrix 1
      = Complex.I • spinMatrix 0 := by
    ext a b
    fin_cases a <;> fin_cases b <;> apply Complex.ext <;>
      simp [spinMatrix] <;> norm_num
  have mzx : spinMatrix 2 * spinMatrix 0 - spinMatrix 0 * spinMatrix 2
      = Complex.I • spinMatrix 1 := by
    ext a b
    fin_cases a <;> fin_cases b <;> apply Complex.ext <;>
      simp [spinMatrix] <;> norm_num
  have msq : ∀ a, spinMatrix a * spinMatrix a = (1 / 4 : ℂ) • 1 := by
    intro a
    ext b c
    fin_cases a <;> fin_cases b <;> fin_cases c <;> apply Complex.ext <;>
      simp [spinMatrix, Matrix.mul_apply, Fin.sum_univ_two] <;> norm_num
  refine ⟨fun i => ?_, fun i => ?_, fun i => ?_, fun i a => ?_, fun i j hij a b => ?_⟩
  · simp only [hmul, hsub, mxy, hsmul]
  · simp only [hmul, hsub, myz, hsmul]
  · simp only [hmul, hsub, mzx, hsmul]
  · simp only [hmul, msq, hsmul, hone]
  · -- operators on different sites update different spins
    refine LinearMap.ext fun ψ => funext fun s => ?_
    simp only [Module.End.mul_apply, happ, Fin.sum_univ_two, Function.update_of_ne hij,
      Function.update_of_ne hij.symm, Function.update_comm hij]
    ring

end

end RichardsonGaudinQuadratic
```

```lean
#print axioms RichardsonGaudinQuadratic.charge_sq
#print axioms RichardsonGaudinQuadratic.eigenvalue_sq
```

```
'RichardsonGaudinQuadratic.charge_sq' depends on axioms: [propext, Classical.choice, Quot.sound]
'RichardsonGaudinQuadratic.eigenvalue_sq' depends on axioms: [propext, Classical.choice, Quot.sound]
```
